# Singlet interaction energies J + K, J + K and J + 3K of a rotation-invariant π² shell

Two electrons in the degenerate π orbitals $x$ and $y$ of a linear molecule can form three singlet spatial functions, built from $xx$, $yy$ and $xy+yx$, and one triplet spatial function, $xy-yx$. The electron repulsion splits them into the terms $^1\Delta$, $^1\Sigma^+$ and $^3\Sigma^-$. How many independent repulsion integrals does this splitting contain?

Write $V_{ijkl}=(ij|kl)$ for the integrals over real orbitals, with $i,j$ belonging to electron 1 and $k,l$ to electron 2, and number the orbitals $x=0$, $y=1$. Suppose that $V$ has the usual permutation symmetry and keeps its values when the orbital pair is rotated by any angle. Set $J=V_{0011}$ and $K=V_{0101}$. Then

$$V_{0000}=J+2K,$$

and the singlet interaction matrix has the eigenvalue $J+K$ twice and $J+3K$ once, counted with multiplicity. At $K=0$ the two values coincide.

The rotation condition stands for the axial symmetry of the molecule: turning it about its axis mixes the two π orbitals by a plane rotation and leaves the distance between the electrons unchanged.

## Two rotations leave two parameters

Permutation symmetry leaves six components: $V_{0000}$, $V_{1111}$, $J$, $K$, $P=V_{0001}$ and $Q=V_{0111}$. A quarter turn replaces orbital 0 by minus orbital 1, and orbital 1 by orbital 0. Invariance of $V_{0000}$ and $V_{0001}$ gives

$$V_{1111}=V_{0000},\qquad -Q=P.$$

An eighth of a turn gives the new orbitals $(x-y)/\sqrt2$ and $(x+y)/\sqrt2$. Expanding the same two components yields

$$\tfrac14\,(V_{0000}+V_{1111}+2J+4K-4P-4Q)=V_{0000},$$
$$\tfrac14\,(V_{0000}-V_{1111}-2P+2Q)=P.$$

With $V_{1111}=V_{0000}$ and $Q=-P$, the second equation becomes $-P=P$, so $P=Q=0$. The first becomes $2V_{0000}+2J+4K=4V_{0000}$, so $V_{0000}=J+2K$. All components are now known, and they combine into

$$V_{ijkl}=J\,\delta_{ij}\delta_{kl}+K(\delta_{ik}\delta_{jl}+\delta_{il}\delta_{jk}).$$

Conversely, every tensor of this form is invariant under all rotations $R$, because $\sum_a R_{ia}R_{ja}=\delta_{ij}$.

## The energies of the spatial functions

A two-electron spatial function is a $2\times2$ matrix $\psi_{cd}$, with electron 1 in orbital $c$ and electron 2 in orbital $d$. The interaction acts on it as

$$(\hat V\psi)_{ab}=\sum_{cd}V_{acbd}\,\psi_{cd}=J\psi_{ab}+K(\psi_{ba}+\delta_{ab}\operatorname{tr}\psi).$$

- If $\psi$ is symmetric and traceless, as $xx-yy$ and $xy+yx$ are, then $\hat V\psi=(J+K)\psi$. This is $^1\Delta$.
- The normalised function $(xx+yy)/\sqrt2$ is the unit matrix divided by $\sqrt2$. The unit matrix has trace 2, so the energy is $J+K+2K=J+3K$. This is $^1\Sigma^+$.
- If $\psi$ is antisymmetric, then $\hat V\psi=(J-K)\psi$. This is $^3\Sigma^-$.

In the orthonormal basis $xx$, $yy$, $(xy+yx)/\sqrt2$ the singlet matrix is

$$\begin{pmatrix}J+2K&K&0\\K&J+2K&0\\0&0&J+K\end{pmatrix},$$

with characteristic polynomial

$$(X-J-K)\left[(X-J-2K)^2-K^2\right]=(X-J-K)^2(X-J-3K).$$

In this model of one configuration with fixed orbitals, the three terms are equally spaced by $2K$. The splitting therefore contains one integral, $K$, while $J$ shifts all three terms alike. The determinant with $x$ spin-up and $y$ spin-down has interaction energy $J$, halfway between the triplet and the $^1\Delta$ singlet, which is the relation used in spin purification.

## Tensors that violate the relation

Let $V_{ijkl}=1$ when all four indices agree and $0$ otherwise. This tensor has the permutation symmetry and is even invariant under quarter turns, but $J=K=0$ while $V_{0000}=1$. Fourfold symmetry is therefore too weak for the relation.

Permutation symmetry matters as well. The tensor $V_{ijkl}=\delta_{ik}\delta_{jl}$ is invariant under every rotation, but it changes under exchange of $i$ and $j$. It has $V_{0000}=1$, $J=0$ and $K=1$, whereas the relation would require $V_{0000}=2$. Both tensors only test the algebra: the Coulomb repulsion of actual orbitals always gives $J>0$.

## Integrals, permutations and rotations in Lean

```lean
import Mathlib

open Matrix

namespace PiSquaredMultiplets

noncomputable section
```

The integrals are a real-valued function of four indices, each 0 or 1. They are an arbitrary table of numbers, not computed from orbitals or from $1/r_{12}$.

```lean
/-- Two-electron integrals `(ij|kl)` over the two real orbitals x = 0 and y = 1. -/
abbrev Integrals := Fin 2 → Fin 2 → Fin 2 → Fin 2 → ℝ
```

Two symmetries are assumed. The exchange of $k$ and $l$ follows from them: exchange the pairs, swap within the first pair, and exchange the pairs back.

```lean
/-- Permutation symmetry of integrals over real orbitals: exchange within the first pair and
exchange of the two pairs. -/
structure IsRealSymmetric (V : Integrals) : Prop where
  swap : ∀ i j k l, V i j k l = V j i k l
  pair : ∀ i j k l, V i j k l = V k l i j
```

The rotation matrix acts on all four indices, and invariance is demanded for every real angle `θ`.

```lean
/-- The rotation of the orbital plane by the angle `θ`. -/
def rotation (θ : ℝ) : Matrix (Fin 2) (Fin 2) ℝ :=
  !![Real.cos θ, -Real.sin θ; Real.sin θ, Real.cos θ]

/-- The integrals over the rotated orbitals. -/
def rotate (θ : ℝ) (V : Integrals) : Integrals := fun i j k l =>
  ∑ a, ∑ b, ∑ c, ∑ d,
    rotation θ i a * rotation θ j b * rotation θ k c * rotation θ l d * V a b c d

/-- The integrals are the same in every rotated pair of orbitals. -/
def IsRotationInvariant (V : Integrals) : Prop := ∀ θ, rotate θ V = V
```

The two-parameter form found above is named `isotropic`.

```lean
/-- The Kronecker delta on the two orbitals. -/
def delta (i j : Fin 2) : ℝ := if i = j then 1 else 0

/-- The isotropic integrals with Coulomb parameter `J` and exchange parameter `K`. -/
def isotropic (J K : ℝ) : Integrals := fun i j k l =>
  J * delta i j * delta k l + K * (delta i k * delta j l + delta i l * delta j k)
```

## Two-electron functions and the singlet matrix

The index order `V a c b d` in `interact` pairs $a$ with $c$ for electron 1 and $b$ with $d$ for electron 2. Spin enters only through the symmetry of `ψ`: symmetric for singlets, antisymmetric for the triplet. One-electron energies and coupling to other orbitals are left out.

```lean
/-- The electron interaction acting on a two-electron spatial function `ψ`. -/
def interact (V : Integrals) (ψ : Matrix (Fin 2) (Fin 2) ℝ) : Matrix (Fin 2) (Fin 2) ℝ :=
  Matrix.of fun a b => ∑ c, ∑ d, V a c b d * ψ c d

/-- The singlet spatial functions xx, yy and (xy + yx)/√2. -/
def singletState : Fin 3 → Matrix (Fin 2) (Fin 2) ℝ :=
  ![!![1, 0; 0, 0], !![0, 0; 0, 1], !![0, √2 / 2; √2 / 2, 0]]
```

The matrix elements are computed from `V` itself, so the form of the singlet matrix remains to be proved.

```lean
/-- The interaction matrix in the basis of the three singlet functions. -/
def singletMatrix (V : Integrals) : Matrix (Fin 3) (Fin 3) ℝ :=
  Matrix.of fun p q => ∑ a, ∑ b, singletState p a b * interact V (singletState q) a b
```

## The isotropic tensor is invariant

This theorem supplies an admissible tensor for every real `J` and `K`, with no sign condition on either. The permutation symmetries come from $\delta_{ij}=\delta_{ji}$. For the rotations, `o` states that the rows of the rotation matrix are orthonormal. Replacing each delta of the target by the corresponding sum of products turns the claim into a polynomial identity, which `ring` settles.

```lean
/-- For every `J` and `K` the isotropic integrals have the permutation symmetry of real orbitals
and are invariant under all plane rotations. -/
theorem isotropic_witness (J K : ℝ) :
    IsRealSymmetric (isotropic J K) ∧ IsRotationInvariant (isotropic J K) := by
  have s : ∀ i j, delta i j = delta j i := fun i j => by simp [delta, eq_comm]
  refine ⟨⟨fun i j k l => ?_, fun i j k l => ?_⟩, fun θ => ?_⟩
  · simp only [isotropic]
    rw [s j i]
    ring
  · simp only [isotropic]
    rw [s k i, s l j, s k j, s l i]
    ring
  · -- the rows of a rotation are orthonormal
    have o : ∀ i j, rotation θ i 0 * rotation θ j 0 + rotation θ i 1 * rotation θ j 1
        = delta i j := by
      intro i j
      fin_cases i <;> fin_cases j <;> simp [rotation, delta] <;>
        nlinarith [Real.sin_sq_add_cos_sq θ]
    have d00 : delta 0 0 = 1 := by simp [delta]
    have d01 : delta 0 1 = 0 := by simp [delta]
    have d10 : delta 1 0 = 0 := by simp [delta]
    have d11 : delta 1 1 = 1 := by simp [delta]
    funext i j k l
    simp only [isotropic]
    rw [← o i j, ← o k l, ← o i k, ← o j l, ← o i l, ← o j k]
    simp only [rotate, isotropic, Fin.sum_univ_two, d00, d01, d10, d11]
    ring
```

## Invariance is equivalent to the two-parameter form

For integrals with the permutation symmetry, invariance under all rotations holds exactly when `V` is the isotropic tensor built from its own components $V_{0011}$ and $V_{0101}$.

The forward direction follows the derivation by hand. The equations `e1` to `e10` reduce the sixteen components to six. The hypotheses `a1` and `a2` come from the quarter turn, `b1` and `b2` from the eighth of a turn, and `f1` to `f4` are the four equations displayed earlier, with $(\sqrt2/2)^4=1/4$ inserted. Solving them gives `g1` to `g4`, after which all components are compared with the isotropic form. The reverse direction is the preceding theorem.

```lean
set_option maxHeartbeats 400000 in
/-- Real symmetric integrals are rotation invariant exactly when they are the isotropic integrals
with J = (xx|yy) and K = (xy|xy). -/
theorem rotationInvariant_iff {V : Integrals} (hV : IsRealSymmetric V) :
    IsRotationInvariant V ↔ V = isotropic (V 0 0 1 1) (V 0 1 0 1) := by
  constructor
  · intro hR
    -- permutation symmetry leaves six independent components
    have e1 : V 0 1 0 0 = V 0 0 0 1 := hV.pair _ _ _ _
    have e2 : V 1 0 0 0 = V 0 0 0 1 := (hV.swap _ _ _ _).trans e1
    have e3 : V 0 0 1 0 = V 0 0 0 1 := (hV.pair _ _ _ _).trans e2
    have e4 : V 1 1 0 0 = V 0 0 1 1 := hV.pair _ _ _ _
    have e5 : V 1 0 0 1 = V 0 1 0 1 := hV.swap _ _ _ _
    have e6 : V 0 1 1 0 = V 0 1 0 1 := (hV.pair _ _ _ _).trans e5
    have e7 : V 1 0 1 0 = V 0 1 0 1 := (hV.swap _ _ _ _).trans e6
    have e8 : V 1 0 1 1 = V 0 1 1 1 := hV.swap _ _ _ _
    have e9 : V 1 1 0 1 = V 0 1 1 1 := hV.pair _ _ _ _
    have e10 : V 1 1 1 0 = V 0 1 1 1 := (hV.pair _ _ _ _).trans e8
    have r00 : ∀ θ, rotation θ 0 0 = Real.cos θ := fun _ => rfl
    have r01 : ∀ θ, rotation θ 0 1 = -Real.sin θ := fun _ => rfl
    have r10 : ∀ θ, rotation θ 1 0 = Real.sin θ := fun _ => rfl
    have r11 : ∀ θ, rotation θ 1 1 = Real.cos θ := fun _ => rfl
    have comp : ∀ θ i j k l, rotate θ V i j k l = V i j k l := fun θ i j k l => by rw [hR θ]
    have s : √2 ^ 2 = (2 : ℝ) := Real.sq_sqrt (by norm_num)
    have h4 : (√2 / 2) ^ 4 = (1 / 4 : ℝ) := by linear_combination ((√2 ^ 2 + 2) / 16) * s
    -- a quarter turn, then an eighth of a turn
    have a1 := comp (Real.pi / 2) 0 0 0 0
    have a2 := comp (Real.pi / 2) 0 0 0 1
    have b1 := comp (Real.pi / 4) 0 0 0 0
    have b2 := comp (Real.pi / 4) 0 0 0 1
    simp only [rotate, Fin.sum_univ_two, r00, r01, r10, r11, Real.cos_pi_div_two,
      Real.sin_pi_div_two, Real.cos_pi_div_four, Real.sin_pi_div_four,
      e1, e2, e3, e4, e5, e6, e7, e8, e9, e10] at a1 a2 b1 b2
    have f1 : V 1 1 1 1 = V 0 0 0 0 := by linear_combination a1
    have f2 : -V 0 1 1 1 = V 0 0 0 1 := by linear_combination a2
    have f3 : (V 0 0 0 0 + V 1 1 1 1 + 2 * V 0 0 1 1 + 4 * V 0 1 0 1 - 4 * V 0 0 0 1
        - 4 * V 0 1 1 1) / 4 = V 0 0 0 0 := by
      linear_combination b1 - (V 0 0 0 0 + V 1 1 1 1 + 2 * V 0 0 1 1 + 4 * V 0 1 0 1
        - 4 * V 0 0 0 1 - 4 * V 0 1 1 1) * h4
    have f4 : (V 0 0 0 0 - V 1 1 1 1 - 2 * V 0 0 0 1 + 2 * V 0 1 1 1) / 4 = V 0 0 0 1 := by
      linear_combination b2 - (V 0 0 0 0 - V 1 1 1 1 - 2 * V 0 0 0 1 + 2 * V 0 1 1 1) * h4
    have d00 : delta 0 0 = 1 := by simp [delta]
    have d01 : delta 0 1 = 0 := by simp [delta]
    have d10 : delta 1 0 = 0 := by simp [delta]
    have d11 : delta 1 1 = 1 := by simp [delta]
    -- solve for the independent components
    have g1 : V 0 0 0 1 = 0 := by linarith only [f1, f2, f4]
    have g2 : V 0 1 1 1 = 0 := by linarith only [f2, g1]
    have g3 : V 0 0 0 0 = V 0 0 1 1 + 2 * V 0 1 0 1 := by linarith only [f1, f3, g1, g2]
    have g4 : V 1 1 1 1 = V 0 0 1 1 + 2 * V 0 1 0 1 := f1.trans g3
    clear a1 a2 b1 b2 f1 f2 f3 f4
    have all : ∀ i j k l, V i j k l = isotropic (V 0 0 1 1) (V 0 1 0 1) i j k l := by
      simp only [Fin.forall_fin_two, isotropic, d00, d01, d10, d11,
        e1, e2, e3, e4, e5, e6, e7, e8, e9, e10, g1, g2, g3, g4]
      repeat' apply And.intro
      all_goals ring
    funext i j k l
    exact all i j k l
  · intro h
    rw [h]
    exact (isotropic_witness _ _).2
```

The relation between the integrals is the component with all indices 0.

```lean
/-- For real symmetric, rotation-invariant integrals, (xx|xx) = (xx|yy) + 2 (xy|xy). -/
theorem coulomb_exchange_relation {V : Integrals} (hV : IsRealSymmetric V)
    (hR : IsRotationInvariant V) : V 0 0 0 0 = V 0 0 1 1 + 2 * V 0 1 0 1 := by
  have h := congrFun (congrFun (congrFun (congrFun ((rotationInvariant_iff hV).1 hR) 0) 0) 0) 0
  have d00 : delta 0 0 = 1 := by simp [delta]
  simp only [isotropic, d00] at h
  linarith
```

## Eigenfunctions for the singlets and the triplet

The action of the interaction on an arbitrary `ψ` is found by substituting the isotropic form and checking the four matrix entries. Here `ψᵀ` is the function with its electrons exchanged.

```lean
/-- For real symmetric, rotation-invariant integrals, the interaction multiplies a two-electron
function by J, and adds K times the function with its electrons exchanged and K times its trace on
xx + yy. -/
theorem interact_eq {V : Integrals} (hV : IsRealSymmetric V) (hR : IsRotationInvariant V)
    (ψ : Matrix (Fin 2) (Fin 2) ℝ) :
    interact V ψ = V 0 0 1 1 • ψ + V 0 1 0 1 • (ψᵀ + ψ.trace • 1) := by
  refine (congrArg (fun W => interact W ψ) ((rotationInvariant_iff hV).1 hR)).trans ?_
  generalize V 0 0 1 1 = J
  generalize V 0 1 0 1 = K
  ext a b
  fin_cases a <;> fin_cases b <;>
    simp [interact, isotropic, delta, Fin.sum_univ_two, Matrix.trace_fin_two] <;> ring
```

The singlet energies follow by inserting $\psi^T=\psi$ and $\operatorname{tr}\psi=0$, or $\psi=1$. The code uses the unnormalised function $xx+yy$, the matrix `1`; dividing it by $\sqrt2$ leaves the eigenvalue unchanged.

```lean
/-- For real symmetric, rotation-invariant integrals, symmetric traceless functions are
eigenfunctions of the interaction with energy J + K, and xx + yy is one with energy J + 3K. -/
theorem singlet_eigenfunctions {V : Integrals} (hV : IsRealSymmetric V)
    (hR : IsRotationInvariant V) :
    (∀ ψ : Matrix (Fin 2) (Fin 2) ℝ, ψᵀ = ψ → ψ.trace = 0 →
      interact V ψ = (V 0 0 1 1 + V 0 1 0 1) • ψ) ∧
    interact V 1 = (V 0 0 1 1 + 3 * V 0 1 0 1) • (1 : Matrix (Fin 2) (Fin 2) ℝ) := by
  constructor
  · intro ψ h t
    rw [interact_eq hV hR, h, t]
    module
  · have t : (1 : Matrix (Fin 2) (Fin 2) ℝ).trace = 2 := by
      rw [Matrix.trace_one]
      simp
    rw [interact_eq hV hR, Matrix.transpose_one, t]
    module
```

For the triplet, the diagonal entries of $\psi^T=-\psi$ force the diagonal of $\psi$ to vanish. The trace is then zero, and only $J\psi-K\psi$ remains.

```lean
/-- For real symmetric, rotation-invariant integrals, antisymmetric spatial functions, those of the
triplet, have interaction energy J - K. -/
theorem triplet_eigenfunction {V : Integrals} (hV : IsRealSymmetric V)
    (hR : IsRotationInvariant V) (ψ : Matrix (Fin 2) (Fin 2) ℝ) (h : ψᵀ = -ψ) :
    interact V ψ = (V 0 0 1 1 - V 0 1 0 1) • ψ := by
  have h0 := congrFun (congrFun h 0) 0
  have h1 := congrFun (congrFun h 1) 1
  simp only [Matrix.transpose_apply, Matrix.neg_apply] at h0 h1
  have t : ψ.trace = 0 := by
    rw [Matrix.trace_fin_two]
    linarith
  rw [interact_eq hV hR, h, t]
  module
```

## The singlet matrix and its characteristic polynomial

Each of the nine entries is evaluated with `interact_eq`. Only the last diagonal entry needs the normalisation of the third basis function: it equals $2(J+K)r^2$ with $r=\sqrt2/2$, and $r^2=1/2$ is supplied as `hr`.

```lean
/-- The singlet interaction matrix of real symmetric, rotation-invariant integrals in the basis xx,
yy, (xy + yx)/√2, written with J and K. -/
theorem singletMatrix_eq {V : Integrals} (hV : IsRealSymmetric V)
    (hR : IsRotationInvariant V) :
    singletMatrix V = !![V 0 0 1 1 + 2 * V 0 1 0 1, V 0 1 0 1, 0;
      V 0 1 0 1, V 0 0 1 1 + 2 * V 0 1 0 1, 0;
      0, 0, V 0 0 1 1 + V 0 1 0 1] := by
  have hr : (√2 / 2) * (√2 / 2) = (1 / 2 : ℝ) := by
    have s : √2 ^ 2 = (2 : ℝ) := Real.sq_sqrt (by norm_num)
    linear_combination s / 4
  simp only [singletMatrix, interact_eq hV hR, singletState]
  generalize V 0 0 1 1 = J
  generalize V 0 1 0 1 = K
  generalize √2 / 2 = r at hr ⊢
  ext p q
  fin_cases p <;> fin_cases q <;>
    simp [Fin.sum_univ_two, Matrix.trace_fin_two] <;>
    first
      | ring1
      | linear_combination 2 * (J + K) * hr
```

The eigenvalues and their multiplicities are expressed by factorising the characteristic polynomial, where `Polynomial.X` is the variable and `Polynomial.C` turns a real number into a constant polynomial. The proof expands the $3\times3$ determinant and compares the two sides with `ring`.

```lean
/-- For real symmetric, rotation-invariant integrals, the singlet interaction matrix has the
eigenvalue J + K twice and J + 3K once, as roots of its characteristic polynomial. -/
theorem singletMatrix_charpoly {V : Integrals} (hV : IsRealSymmetric V)
    (hR : IsRotationInvariant V) :
    (singletMatrix V).charpoly =
      (Polynomial.X - Polynomial.C (V 0 0 1 1 + V 0 1 0 1)) ^ 2 *
        (Polynomial.X - Polynomial.C (V 0 0 1 1 + 3 * V 0 1 0 1)) := by
  rw [singletMatrix_eq hV hR]
  generalize V 0 0 1 1 = J
  generalize V 0 1 0 1 = K
  simp [Matrix.charpoly, Matrix.det_fin_three, map_ofNat]
  ring

end

end PiSquaredMultiplets
```

```lean
#print axioms PiSquaredMultiplets.coulomb_exchange_relation
-- 'PiSquaredMultiplets.coulomb_exchange_relation' depends on axioms: [propext, Classical.choice, Quot.sound]
#print axioms PiSquaredMultiplets.singlet_eigenfunctions
-- 'PiSquaredMultiplets.singlet_eigenfunctions' depends on axioms: [propext, Classical.choice, Quot.sound]
#print axioms PiSquaredMultiplets.triplet_eigenfunction
-- 'PiSquaredMultiplets.triplet_eigenfunction' depends on axioms: [propext, Classical.choice, Quot.sound]
#print axioms PiSquaredMultiplets.singletMatrix_charpoly
-- 'PiSquaredMultiplets.singletMatrix_charpoly' depends on axioms: [propext, Classical.choice, Quot.sound]
```
